# Single-mode series from second order on: Σ_{m≥2} (−1)^(m+1) t^m / m = ln(1 + t) − t for |t| < 1

The theorem `hasSum_single_mode` concerns one real parameter `t` with `|t| < 1`, which the docstring reads as a single mode; no Hamiltonian, state or operator enters the statement. It says that the terms (−1)^(m+1) t^m / m of order m = k + 2 ≥ 2 sum, in the sense of `HasSum`, to ln(1 + t) − t, the logarithm with its first-order term removed. The attempt applies `Real.hasSum_pow_div_log_of_abs_lt_one` at `-t`, drops the first term with `hasSum_nat_add_iff' 1`, and negates the result to get `h2`. It then calls `convert h2 using 1` with two bullets, one for the terms and one for the value.

As first written in Lean, the proof fails:

```lean
import Mathlib

open Matrix

namespace RingDiagramSeries

noncomputable section

/-- One mode: for `|t| < 1` the terms `(-1)^(m+1) t^m / m` with `m ≥ 2` sum to
`ln(1 + t) - t`. -/
theorem hasSum_single_mode {t : ℝ} (ht : |t| < 1) :
    HasSum (fun k : ℕ => (-1) ^ (k + 2 + 1) * t ^ (k + 2) / ((k + 2 : ℕ) : ℝ))
      (Real.log (1 + t) - t) := by
  have h := Real.hasSum_pow_div_log_of_abs_lt_one (x := -t) (by rwa [abs_neg])
  -- drop the first-order term of the logarithm series
  have h2 := ((hasSum_nat_add_iff' 1).mpr h).neg
  convert h2 using 1
  · funext k
    rw [neg_pow t]
    push_cast
    ring
  · simp only [Finset.sum_range_one, sub_neg_eq_add]
    push_cast
    ring

end

end RingDiagramSeries
```

The compiler's answer:

```
Main.lean:18:4: error: Tactic `apply` failed: could not unify the conclusion of `@funext`
  ?f = ?g
with the goal
  Real.instAddCommMonoid = Real.instAddCommGroup.toAddCommMonoid

Note: The full type of `@funext` is
  ∀ {α : Sort ?u.67} {β : α → Sort ?u.66} {f g : (x : α) → β x}, (∀ (x : α), f x = g x) → f = g

case e'_3
t : ℝ
ht : |t| < 1
h : HasSum (fun n => (-t) ^ (n + 1) / (↑n + 1)) (-Real.log (1 - -t))
h2 :
  HasSum (fun b => -((-t) ^ (b + 1 + 1) / (↑(b + 1) + 1)))
    (-(-Real.log (1 - -t) - ∑ i ∈ Finset.range 1, (-t) ^ (i + 1) / (↑i + 1)))
⊢ Real.instAddCommMonoid = Real.instAddCommGroup.toAddCommMonoid
Main.lean:22:4: error: `simp` made no progress
Main.lean:13:32: error: unsolved goals
case e'_6
t : ℝ
ht : |t| < 1
h : HasSum (fun n => (-t) ^ (n + 1) / (↑n + 1)) (-Real.log (1 - -t))
h2 :
  HasSum (fun b => -((-t) ^ (b + 1 + 1) / (↑(b + 1) + 1)))
    (-(-Real.log (1 - -t) - ∑ i ∈ Finset.range 1, (-t) ^ (i + 1) / (↑i + 1)))
⊢ Real.log (1 + t) - t = -(-Real.log (1 - -t) - ∑ i ∈ Finset.range 1, (-t) ^ (i + 1) / (↑i + 1))
```

`convert h2 using 1` left three goals, not two. `h2` comes from lemmas about additive groups, so its `HasSum` carries `Real.instAddCommGroup.toAddCommMonoid`, while the statement carries `Real.instAddCommMonoid`. `convert` left their equality open as the first goal, case `e'_3`.

Each bullet therefore met the wrong goal. In the first message, `funext k` fails because that goal equates two instances, not two functions. The second bullet received the next goal, which is not printed but by elimination is the equality of the term functions. Its `simp only [Finset.sum_range_one, sub_neg_eq_add]` found nothing to rewrite there. The third message shows the equality of values, case `e'_6`, which no bullet reached.

The repair removes `convert`. It states the two intended equalities as `e1` (terms) and `e2` (value), with right-hand sides in the form of `h2`. The two tactic scripts are unchanged and now act on the goals they were written for. `rw [e1, e2]` brings the goal to the shape of `h2`, and `exact h2` accepts the two instances as definitionally equal, so no instance goal arises.

Fix (accepted with no message):

```diff
@@ -15,12 +15,17 @@
   -- drop the first-order term of the logarithm series
   have h2 := ((hasSum_nat_add_iff' 1).mpr h).neg
-  convert h2 using 1
-  · funext k
+  have e1 : (fun k : ℕ => (-1) ^ (k + 2 + 1) * t ^ (k + 2) / ((k + 2 : ℕ) : ℝ)) =
+      fun b : ℕ => -((-t) ^ (b + 1 + 1) / (((b + 1 : ℕ) : ℝ) + 1)) := by
+    funext k
     rw [neg_pow t]
     push_cast
     ring
-  · simp only [Finset.sum_range_one, sub_neg_eq_add]
+  have e2 : Real.log (1 + t) - t =
+      -(-Real.log (1 - -t) - ∑ i ∈ Finset.range 1, (-t) ^ (i + 1) / ((i : ℝ) + 1)) := by
+    simp only [Finset.sum_range_one, sub_neg_eq_add]
     push_cast
     ring
+  rw [e1, e2]
+  exact h2
 
 end
```
